# Density iterations stay free of spin magnetisation when the start and the update respect time reversal

Before the first cycle of a two-component calculation with spin-orbit coupling, one chooses a starting density matrix and decides whether to put initial moments on the atoms. If the start is invariant under time reversal and the update from one density to the next commutes with time reversal, then in a finite basis of real orthonormal orbitals no amount of real linear mixing produces a spin magnetisation. Such a run cannot reach a magnetic solution, even one of lower energy, so a search for magnetism needs a start or an update that breaks the symmetry. The statement concerns exact matrices; in floating-point work, rounding can break the symmetry too.

```lean
import Mathlib

open Matrix Filter Topology
open scoped Kronecker

namespace NonmagneticGuess

noncomputable section

variable {n : Type*} [Fintype n] [DecidableEq n]
```

## Orbitals, spin and time reversal

The finite type `n` labels the orbitals. A one-particle matrix carries an orbital index and a spin index on each side, so it acts on \(\mathbb C^n\otimes\mathbb C^2\).

```lean
/-- Complex matrices on the space of `n` orbitals times spin one half. -/
abbrev SpinMat (n : Type*) := Matrix (n × Fin 2) (n × Fin 2) ℂ
```

The Pauli matrices \(\sigma_x,\sigma_y,\sigma_z\) are written \(\sigma_k\) with \(k=0,1,2\).

```lean
/-- The Pauli matrices `σ_x, σ_y, σ_z`, numbered 0, 1, 2. -/
def pauli : Fin 3 → Matrix (Fin 2) (Fin 2) ℂ :=
  ![!![0, 1; 1, 0], !![0, -Complex.I; Complex.I, 0], !![1, 0; 0, -1]]
```

Time reversal combines complex conjugation with the spin rotation \(J=1\otimes i\sigma_y\).

```lean
/-- The spin rotation `J = 1 ⊗ i σ_y`. -/
def spinFlip (n : Type*) [DecidableEq n] : SpinMat n :=
  (1 : Matrix n n ℂ) ⊗ₖ (Complex.I • pauli 1)
```

On matrices it acts as

\[
T(D)=J\,\overline D\,J^{-1}.
\]

The bar is entrywise conjugation, which represents time reversal of the orbital part because the orbitals are real.

```lean
/-- Time reversal of a matrix, `T(D) = J conj(D) J⁻¹`. -/
def timeReverse (D : SpinMat n) : SpinMat n :=
  spinFlip n * D.map (starRingEnd ℂ) * (spinFlip n)⁻¹
```

For a real matrix \(A\), consider the operator \(A\otimes\sigma_k\). It is Hermitian, and so an observable, exactly when \(A\) is symmetric. With real orbitals \(\varphi_i\) and \(A_{ij}=\varphi_i(r)\varphi_j(r)\), which is symmetric, \(\mathrm{tr}(D(A\otimes\sigma_k))\) is component \(k\) of the spin magnetisation density at \(r\), up to the magnetic-moment unit.

```lean
/-- The operator `A ⊗ σ_k` for a real orbital matrix `A`. -/
def spinOp (A : Matrix n n ℝ) (k : Fin 3) : SpinMat n :=
  A.map Complex.ofReal ⊗ₖ pauli k
```

## What is asked of the start and the update

The start must satisfy \(D^\dagger=D\) and \(T(D)=D\). This is more than zero spin magnetisation: a density with an orbital current and no spin polarisation has zero spin magnetisation but is not invariant. Positivity, idempotency and a fixed electron number are not required.

```lean
/-- A matrix that is Hermitian and invariant under time reversal. -/
def IsInvariant (D : SpinMat n) : Prop := D.IsHermitian ∧ timeReverse D = D
```

The update \(F\) stands for one self-consistency cycle: build the effective Hamiltonian from \(D\), diagonalise it and occupy its states. It may be nonlinear and need not be continuous. For Hermitian \(D\), two conditions are assumed:

\[
F(D)^\dagger=F(D),\qquad F(T(D))=T(F(D)).
\]

The second says that nothing in the cycle prefers a direction of time. An external magnetic field generally violates it. So does filling one state of a degenerate Kramers pair and leaving its partner empty, as integer occupations force for an odd number of electrons. Whether a given functional and occupation scheme satisfy the condition has to be established separately.

```lean
/-- An update map that sends Hermitian matrices to Hermitian matrices and commutes with
time reversal on them. -/
def IsEquivariant (F : SpinMat n → SpinMat n) : Prop :=
  ∀ D : SpinMat n, D.IsHermitian →
    (F D).IsHermitian ∧ F (timeReverse D) = timeReverse (F D)
```

With \(k\) now counting the steps, linear mixing with real parameters \(\alpha_k\), which may change from step to step and need not lie between 0 and 1, is

\[
D_{k+1}=(1-\alpha_k)D_k+\alpha_kF(D_k).
\]

```lean
/-- Linear mixing: `D_{k+1} = (1 - α_k) D_k + α_k F(D_k)` with real `α_k`. -/
def linearMixing (F : SpinMat n → SpinMat n) (α : ℕ → ℝ) (D0 : SpinMat n) : ℕ → SpinMat n
  | 0 => D0
  | k + 1 => ((1 - α k : ℝ) : ℂ) • linearMixing F α D0 k
      + (α k : ℂ) • F (linearMixing F α D0 k)
```

## The algebra of time reversal

The matrix in \(J\) is real:

\[
i\sigma_y=\begin{pmatrix}0&1\\-1&0\end{pmatrix}.
\]

Lean compares the four entries.

```lean
/-- The matrix `i σ_y` is real. -/
theorem i_sigma_y : Complex.I • pauli 1 = !![0, 1; -1, 0] := by
  ext i j
  fin_cases i <;> fin_cases j <;> simp [pauli]
```

Its square is \(-1\), hence \(J^2=1\otimes(i\sigma_y)^2=-1\). The proof multiplies the two Kronecker factors separately.

```lean
/-- Two spin flips give a minus sign, `J² = -1`. -/
theorem spinFlip_sq : spinFlip n * spinFlip n = -1 := by
  have hs : (!![0, 1; -1, 0] : Matrix (Fin 2) (Fin 2) ℂ) * !![0, 1; -1, 0]
      = (-1 : ℂ) • 1 := by
    ext i j
    fin_cases i <;> fin_cases j <;> simp [Matrix.mul_apply, Fin.sum_univ_succ]
  rw [spinFlip, i_sigma_y, ← Matrix.mul_kronecker_mul, hs, one_mul,
    Matrix.kronecker_smul, Matrix.one_kronecker_one, neg_smul, one_smul]
```

Therefore \(J^{-1}=-J\), and

\[
T(D)=-J\,\overline D\,J.
\]

```lean
/-- Time reversal without an inverse: `T(D) = -J conj(D) J`. -/
theorem timeReverse_eq (D : SpinMat n) :
    timeReverse D = -(spinFlip n * D.map (starRingEnd ℂ) * spinFlip n) := by
  have h : (spinFlip n)⁻¹ = -spinFlip n :=
    Matrix.inv_eq_right_inv (by rw [mul_neg, spinFlip_sq, neg_neg])
  rw [timeReverse, h, mul_neg]
```

Conjugation is additive and turns a factor \(c\) into \(\bar c\), so \(T(D+E)=T(D)+T(E)\) and \(T(cD)=\bar c\,T(D)\). For products,

\[
T(D)T(E)=J\overline D\,J^2\,\overline E J=-J\,\overline D\,\overline E\,J=T(DE).
\]

The `calc` block reads this chain from right to left, inserting \(J^2\) for \(-1\).

```lean
/-- Time reversal is additive and antilinear, and it respects products. -/
theorem timeReverse_algebra (D E : SpinMat n) (c : ℂ) :
    timeReverse (D + E) = timeReverse D + timeReverse E ∧
    timeReverse (c • D) = starRingEnd ℂ c • timeReverse D ∧
    timeReverse (D * E) = timeReverse D * timeReverse E := by
  have ha : (D + E).map (starRingEnd ℂ)
      = D.map (starRingEnd ℂ) + E.map (starRingEnd ℂ) := by
    ext i j; simp
  have hc : (c • D).map (starRingEnd ℂ) = starRingEnd ℂ c • D.map (starRingEnd ℂ) := by
    ext i j; simp
  simp only [timeReverse_eq, ha, hc, Matrix.map_mul]
  generalize D.map (starRingEnd ℂ) = X
  generalize E.map (starRingEnd ℂ) = Y
  refine ⟨by noncomm_ring, by rw [Matrix.mul_smul, Matrix.smul_mul, smul_neg], ?_⟩
  calc -(spinFlip n * (X * Y) * spinFlip n)
      = spinFlip n * X * (-1) * Y * spinFlip n := by noncomm_ring
    _ = spinFlip n * X * (spinFlip n * spinFlip n) * Y * spinFlip n := by rw [spinFlip_sq]
    _ = -(spinFlip n * X * spinFlip n) * -(spinFlip n * Y * spinFlip n) := by noncomm_ring
```

Spin is odd under time reversal. Since \(\sigma_x\) and \(\sigma_z\) are real and anticommute with \(\sigma_y\), while \(\overline{\sigma_y}=-\sigma_y\), all three satisfy

\[
(i\sigma_y)\,\overline{\sigma_k}\,(i\sigma_y)=\sigma_k .
\]

With \(\overline A=A\), the minus sign in \(T=-J\,\overline{(\cdot)}\,J\) gives \(T(A\otimes\sigma_k)=-A\otimes\sigma_k\). In the code, `hs` is the spin identity, checked entry by entry for each \(k\).

```lean
/-- The operator `A ⊗ σ_k` with real `A` changes sign under time reversal. -/
theorem timeReverse_spinOp (A : Matrix n n ℝ) (k : Fin 3) :
    timeReverse (spinOp A k) = -spinOp A k := by
  have hc : (spinOp A k).map (starRingEnd ℂ)
      = A.map Complex.ofReal ⊗ₖ (pauli k).map (starRingEnd ℂ) := by
    ext ⟨i, a⟩ ⟨j, b⟩
    simp [spinOp, Matrix.kroneckerMap_apply]
  have hs : !![0, 1; -1, 0] * (pauli k).map (starRingEnd ℂ) * !![0, 1; -1, 0]
      = pauli k := by
    ext i j
    simp only [Matrix.mul_apply, Fin.sum_univ_two, Matrix.map_apply]
    fin_cases k <;> fin_cases i <;> fin_cases j <;> simp [pauli]
  rw [timeReverse_eq, hc, spinFlip, i_sigma_y, ← Matrix.mul_kronecker_mul,
    ← Matrix.mul_kronecker_mul, hs, one_mul, mul_one, spinOp]
```

The Pauli matrices are Hermitian and \(A\) is real, so \((A\otimes\sigma_k)^\dagger=A^{\mathsf T}\otimes\sigma_k\).

```lean
omit [Fintype n] [DecidableEq n] in
/-- The adjoint of `A ⊗ σ_k` with real `A` is `Aᵀ ⊗ σ_k`. -/
theorem spinOp_adjoint (A : Matrix n n ℝ) (k : Fin 3) :
    (spinOp A k)ᴴ = spinOp Aᵀ k := by
  ext ⟨i, a⟩ ⟨j, b⟩
  have hp : star (pauli k b a) = pauli k a b := by
    fin_cases k <;> fin_cases a <;> fin_cases b <;> simp [pauli]
  have hr : star ((A j i : ℝ) : ℂ) = (A j i : ℂ) := Complex.conj_ofReal _
  change star ((A j i : ℂ) * pauli k b a) = (A j i : ℂ) * pauli k a b
  rw [star_mul', hr, hp]
```

## Why the magnetisation vanishes

Let \(D\) be Hermitian and invariant, \(A\) real symmetric, \(S=A\otimes\sigma_k\) and \(z=\mathrm{tr}(DS)\). For any \(M\), cyclicity of the trace gives

\[
\mathrm{tr}\,T(M)=-\mathrm{tr}(J\overline MJ)=-\mathrm{tr}(J^2\overline M)=\overline{\mathrm{tr}\,M}.
\]

Taking \(M=DS\),

\[
\bar z=\mathrm{tr}(T(D)T(S))=-\mathrm{tr}(DS)=-z.
\]

Hermiticity of \(D\) and \(S\) gives

\[
\bar z=\mathrm{tr}((DS)^\dagger)=\mathrm{tr}(SD)=z.
\]

Together these give \(z=0\). The three displays are `ht`, `h1` and `h2`, and `linear_combination` draws the conclusion.

```lean
/-- A Hermitian, time-reversal invariant `D` has `tr(D (A ⊗ σ_k)) = 0` for every real
symmetric `A`. -/
theorem trace_eq_zero {D : SpinMat n} (hD : IsInvariant D) {A : Matrix n n ℝ}
    (hA : A.IsSymm) (k : Fin 3) : (D * spinOp A k).trace = 0 := by
  -- time reversal conjugates every trace
  have ht (M : SpinMat n) : (timeReverse M).trace = starRingEnd ℂ M.trace := by
    rw [timeReverse_eq, Matrix.trace_neg, Matrix.trace_mul_cycle, spinFlip_sq]
    simp [Matrix.trace, map_sum]
  have h1 : -(D * spinOp A k).trace = starRingEnd ℂ (D * spinOp A k).trace := by
    rw [← ht, (timeReverse_algebra D (spinOp A k) 0).2.2, hD.2, timeReverse_spinOp,
      mul_neg, Matrix.trace_neg]
  -- Hermiticity makes the expectation value real
  have h2 : starRingEnd ℂ (D * spinOp A k).trace = (D * spinOp A k).trace := by
    change star (D * spinOp A k).trace = _
    rw [← Matrix.trace_conjTranspose, Matrix.conjTranspose_mul, hD.1.eq,
      spinOp_adjoint, hA.eq, Matrix.trace_mul_comm]
  linear_combination (-1 / 2 : ℂ) * (h1 + h2)
```

## Mixing preserves the symmetry

For real \(a,b\) and invariant Hermitian \(D,E\), the matrix \(aD+bE\) is Hermitian, and

\[
T(aD+bE)=\bar a\,T(D)+\bar b\,T(E)=aD+bE.
\]

Real coefficients are used in both parts.

```lean
/-- Sums and real multiples of Hermitian, time-reversal invariant matrices are again
Hermitian and time-reversal invariant. -/
theorem IsInvariant.combine {D E : SpinMat n} (hD : IsInvariant D) (hE : IsInvariant E)
    (a b : ℝ) : IsInvariant ((a : ℂ) • D + (b : ℂ) • E) := by
  constructor
  · simp [Matrix.IsHermitian, Matrix.conjTranspose_add, Matrix.conjTranspose_smul,
      hD.1.eq, hE.1.eq]
  · rw [(timeReverse_algebra _ _ 0).1, (timeReverse_algebra D D _).2.1,
      (timeReverse_algebra E E _).2.1, hD.2, hE.2, Complex.conj_ofReal, Complex.conj_ofReal]
```

Now let a step use the whole history:

\[
D_{k+1}=\sum_{j=0}^{k}\bigl(a_{kj}D_j+b_{kj}F(D_j)\bigr),\qquad a_{kj},b_{kj}\in\mathbb R.
\]

Suppose that \(D_0,\dots,D_k\) are Hermitian and invariant. Then each \(F(D_j)\) is Hermitian, and

\[
T(F(D_j))=F(T(D_j))=F(D_j).
\]

So every term of the sum is Hermitian and invariant, and hence \(D_{k+1}\) is. Lean uses strong induction on the step, because all earlier densities enter, and `Finset.sum_induction` for the sum. The coefficients may be computed from the run itself, as in schemes that extrapolate density matrices with real scalar weights. A step that extrapolates effective Hamiltonians instead, or that applies a preconditioner to the density, does not in general have this form.

```lean
/-- If each new density is a real combination of all earlier densities and their images under
an equivariant `F`, a Hermitian, time-reversal invariant start keeps every iterate so. -/
theorem history_invariant {F : SpinMat n → SpinMat n} (hF : IsEquivariant F)
    (D : ℕ → SpinMat n) (a b : ℕ → ℕ → ℝ) (h0 : IsInvariant (D 0))
    (hstep : ∀ k, D (k + 1) =
      ∑ j ∈ Finset.range (k + 1), ((a k j : ℂ) • D j + (b k j : ℂ) • F (D j)))
    (k : ℕ) : IsInvariant (D k) := by
  induction k using Nat.strong_induction_on with
  | _ k ih =>
    cases k with
    | zero => exact h0
    | succ k =>
      rw [hstep]
      refine Finset.sum_induction _ IsInvariant ?_ ?_ ?_
      · intro X Y hX hY
        simpa using hX.combine hY 1 1
      · simpa using h0.combine h0 0 0
      · intro j hj
        have hDj := ih j (Finset.mem_range.mp hj)
        have hFj := hF (D j) hDj.1
        exact hDj.combine ⟨hFj.1, by rw [← hFj.2, hDj.2]⟩ _ _
```

Linear mixing is the case \(a_{mm}=1-\alpha_m\), \(b_{mm}=\alpha_m\), with all other coefficients zero. In the next statement `m` counts the steps and `k` numbers the Pauli matrix:

\[
\mathrm{tr}\bigl(D_m(A\otimes\sigma_k)\bigr)=0 .
\]

The proof reduces the history sum to its one nonzero term and applies the trace result.

```lean
/-- For an equivariant `F` and a Hermitian, time-reversal invariant start, every linear-mixing
iterate has `tr(D (A ⊗ σ_k)) = 0` for real symmetric `A`. -/
theorem linearMixing_nonmagnetic {F : SpinMat n → SpinMat n} (hF : IsEquivariant F)
    (α : ℕ → ℝ) {D0 : SpinMat n} (h0 : IsInvariant D0) {A : Matrix n n ℝ}
    (hA : A.IsSymm) (k : Fin 3) (m : ℕ) :
    (linearMixing F α D0 m * spinOp A k).trace = 0 := by
  refine trace_eq_zero (history_invariant hF (linearMixing F α D0)
    (fun m j => if j = m then 1 - α m else 0) (fun m j => if j = m then α m else 0)
    h0 ?_ m) hA k
  -- only the latest density enters the sum over the history
  intro m
  rw [Finset.sum_eq_single m]
  · simp [linearMixing]
  · intro j _ hj
    simp [hj]
  · simp
```

If the iterates converge to some \(L\), continuity of the trace gives

\[
\mathrm{tr}(L(A\otimes\sigma_k))=\lim_{m\to\infty}\mathrm{tr}(D_m(A\otimes\sigma_k))=0.
\]

Convergence is assumed, and \(L\) is not claimed to be a fixed point of \(F\). Uniqueness of limits, `tendsto_nhds_unique`, finishes the argument.

```lean
/-- If the linear-mixing iterates of an equivariant `F` from a Hermitian, time-reversal
invariant start converge, the limit has `tr(D (A ⊗ σ_k)) = 0` for real symmetric `A`. -/
theorem limit_nonmagnetic {F : SpinMat n → SpinMat n} (hF : IsEquivariant F)
    (α : ℕ → ℝ) {D0 L : SpinMat n} (h0 : IsInvariant D0)
    (hL : Tendsto (linearMixing F α D0) atTop (𝓝 L)) {A : Matrix n n ℝ}
    (hA : A.IsSymm) (k : Fin 3) : (L * spinOp A k).trace = 0 := by
  have hc : Continuous fun D : SpinMat n => (D * spinOp A k).trace :=
    (continuous_id.matrix_mul continuous_const).matrix_trace
  have h := (hc.tendsto L).comp hL
  refine tendsto_nhds_unique h ?_
  simp [Function.comp_def, linearMixing_nonmagnetic hF α h0 hA k]
```

## A spin-orbit coupled example

A simple nonlinear update is the purification polynomial \(F(D)=3D^2-2D^3\), which pushes occupations between 0 and 1 towards the nearer end and leaves \(1/2\) where it is. It builds no Hamiltonian and serves here only to show that the hypotheses can be met.

```lean
/-- The purification polynomial `3 D² - 2 D³`. -/
def purify (D : SpinMat n) : SpinMat n :=
  ((3 : ℝ) : ℂ) • (D * D) + ((-2 : ℝ) : ℂ) • (D * D * D)
```

For the start, take two real orbitals \(p_x,p_y\) and the antisymmetric matrix

\[
R=\begin{pmatrix}0&-1\\1&0\end{pmatrix}.
\]

In units of \(\hbar\), \(iR\) is the orbital angular momentum \(L_z\) in this basis.

```lean
/-- The real antisymmetric matrix with rows `(0, -1)` and `(1, 0)`. -/
def rot : Matrix (Fin 2) (Fin 2) ℝ := !![0, -1; 1, 0]
```

The density

\[
D_0=\tfrac12\,1+\tfrac i4\,R\otimes\sigma_z
\]

couples orbital motion to spin. It has trace 2 and occupations \(1/4,1/4,3/4,3/4\).

```lean
/-- The two-orbital density `1/2 + (i/4) R ⊗ σ_z`, with `R` the antisymmetric matrix `rot`. -/
def orbitDensity : SpinMat (Fin 2) :=
  (1 / 2 : ℂ) • 1 + (Complex.I / 4) • spinOp rot 2
```

Powers of a Hermitian matrix are Hermitian, and \(T\) respects products and real coefficients, so \(F\) meets both conditions. For \(D_0\), the identity is Hermitian and invariant. In the second term, the adjoint changes the sign of \(i\) and of \(R\), while \(T\) changes the sign of \(i\) and of \(R\otimes\sigma_z\); each time the two signs cancel. The four goals of the proof are these four checks.

```lean
/-- On two orbitals, purification is an equivariant update map, and `orbitDensity` is a Hermitian,
time-reversal invariant start. -/
theorem equivariant_witness :
    IsEquivariant (purify (n := Fin 2)) ∧ IsInvariant orbitDensity := by
  refine ⟨fun D hD => ⟨?_, ?_⟩, ?_, ?_⟩
  · simp [purify, Matrix.IsHermitian, Matrix.conjTranspose_add, Matrix.conjTranspose_smul,
      Matrix.conjTranspose_mul, hD.eq, Matrix.mul_assoc]
  · simp only [purify, (timeReverse_algebra _ _ 0).1, (timeReverse_algebra _ 0 _).2.1,
      (timeReverse_algebra _ _ 0).2.2, Complex.conj_ofReal]
  · have hr : spinOp rotᵀ 2 = -spinOp rot 2 := by
      ext ⟨i, a⟩ ⟨j, b⟩
      fin_cases i <;> fin_cases j <;> simp [spinOp, rot, Matrix.kroneckerMap_apply]
    rw [Matrix.IsHermitian, orbitDensity, Matrix.conjTranspose_add,
      Matrix.conjTranspose_smul, Matrix.conjTranspose_smul, spinOp_adjoint, hr,
      Matrix.conjTranspose_one]
    simp [neg_div]
  · have h1 : timeReverse (1 : SpinMat (Fin 2)) = 1 := by
      have hm : (1 : SpinMat (Fin 2)).map (starRingEnd ℂ) = 1 :=
        Matrix.map_one _ (map_zero _) (map_one _)
      rw [timeReverse_eq, hm, mul_one, spinFlip_sq, neg_neg]
    rw [orbitDensity, (timeReverse_algebra _ _ 0).1, (timeReverse_algebra _ 0 _).2.1,
      (timeReverse_algebra _ 0 _).2.1, h1, timeReverse_spinOp]
    have h2 : starRingEnd ℂ (2 : ℂ) = 2 := by simpa using Complex.conj_ofReal 2
    have h4 : starRingEnd ℂ (4 : ℂ) = 4 := by simpa using Complex.conj_ofReal 4
    simp [neg_div, h2, h4]
```

The same density shows that the trace result does not extend to all real \(A\). With \(A=R\) and \(R^2=-1\),

\[
\mathrm{tr}(D_0(R\otimes\sigma_z))=\tfrac12\,\mathrm{tr}R\,\mathrm{tr}\sigma_z+\tfrac i4\,\mathrm{tr}(R^2)\,\mathrm{tr}(\sigma_z^2)=0+\tfrac i4(-2)(2)=-i.
\]

Multiplied by \(i\), this is the expectation value 1 of \(L_z\otimes\sigma_z\), a spin-orbit correlation that time reversal allows.

```lean
/-- For the antisymmetric matrix `R = rot` the trace of `orbitDensity` with `R ⊗ σ_z`
is `-i`, not zero. -/
theorem antisymmetric_trace : (orbitDensity * spinOp rot 2).trace = -Complex.I := by
  rw [orbitDensity, add_mul, Matrix.smul_mul, Matrix.smul_mul, one_mul, Matrix.trace_add,
    Matrix.trace_smul, Matrix.trace_smul, spinOp, ← Matrix.mul_kronecker_mul,
    Matrix.trace_kronecker, Matrix.trace_kronecker]
  simp [Matrix.trace_fin_two, Matrix.mul_apply, Fin.sum_univ_two, pauli, rot]
  ring

end

end NonmagneticGuess
```

```lean
#print axioms NonmagneticGuess.timeReverse_spinOp
#print axioms NonmagneticGuess.limit_nonmagnetic
#print axioms NonmagneticGuess.antisymmetric_trace
```

```
'NonmagneticGuess.timeReverse_spinOp' depends on axioms: [propext, Classical.choice, Quot.sound]
'NonmagneticGuess.limit_nonmagnetic' depends on axioms: [propext, Classical.choice, Quot.sound]
'NonmagneticGuess.antisymmetric_trace' depends on axioms: [propext, Classical.choice, Quot.sound]
```
